# The exchange weight in two-point mixing tends to 1/2 under uniform compression if the integrand has a nonzero initial slope

The exchange-correlation energy is the integral of the coupling-constant integrand from zero to full coupling. Two-point mixing reproduces it from the exact values of the integrand at the two ends, with weights that add up to one. The weight of the zero-coupling end, which is exact exchange, is called the exchange fraction here. It is defined as any solution of the mixing equation, so its existence and uniqueness have to be proved. If the integrand is continuous and has a nonzero slope at zero coupling, the fraction tends to one half as the density is uniformly compressed without limit.

```lean
import Mathlib

open Filter Topology Set MeasureTheory

namespace HighDensityExchangeFraction

noncomputable section

/-- The adiabatic connection integrand of the density uniformly compressed by the factor `g > 0`,
expressed through the integrand `W` of the original density. -/
def compressed (W : ℝ → ℝ) (g l : ℝ) : ℝ := g * W (l / g)

/-- The number `b` is an exchange fraction for the integrand `V` if mixing the endpoint values
`V 0` and `V 1` with weights `b` and `1 - b` reproduces the coupling-constant integral. -/
def IsExchangeFraction (V : ℝ → ℝ) (b : ℝ) : Prop :=
  ∫ l in (0 : ℝ)..1, V l = b * V 0 + (1 - b) * V 1

/-- If `W` has slope `w` at zero coupling, the integrand of the strongly compressed density is
uniformly close to a straight line of slope `w` on the whole coupling range. -/
theorem compressed_near_line {W : ℝ → ℝ} {w : ℝ} (hW : HasDerivWithinAt W w (Icc 0 1) 0)
    {ε : ℝ} (hε : 0 < ε) :
    ∀ᶠ g in atTop, ∀ l ∈ Icc (0 : ℝ) 1, |compressed W g l - (g * W 0 + w * l)| ≤ ε := by
  have h := (hasDerivWithinAt_iff_isLittleO.mp hW).def hε
  rw [eventually_nhdsWithin_iff, Metric.eventually_nhds_iff] at h
  obtain ⟨δ, hδ, h⟩ := h
  filter_upwards [eventually_ge_atTop 1, eventually_gt_atTop (1 / δ)] with g hg1 hgδ l hl
  have hg : 0 < g := by linarith
  have hx0 : 0 ≤ l / g := div_nonneg hl.1 hg.le
  have hx1 : l / g ≤ 1 := by
    rw [div_le_one hg]
    linarith [hl.2]
  -- compression moves every coupling strength into the region where `W` is close to its tangent
  have hxδ : l / g < δ := by
    rw [div_lt_iff₀ hg]
    have h1 := (div_lt_iff₀ hδ).mp hgδ
    linarith [hl.2, mul_comm g δ]
  have key := h (y := l / g)
    (by rw [Real.dist_eq, sub_zero, abs_of_nonneg hx0]; exact hxδ) ⟨hx0, hx1⟩
  simp only [sub_zero, smul_eq_mul, Real.norm_eq_abs, abs_of_nonneg hx0] at key
  have hc : g * (l / g) = l := by field_simp
  have e : compressed W g l - (g * W 0 + w * l) = g * (W (l / g) - W 0 - l / g * w) := by
    unfold compressed
    linear_combination w * hc
  rw [e, abs_mul, abs_of_pos hg]
  calc g * |W (l / g) - W 0 - l / g * w| ≤ g * (ε * (l / g)) :=
        mul_le_mul_of_nonneg_left key hg.le
    _ = ε * l := by linear_combination ε * hc
    _ ≤ ε := mul_le_of_le_one_right hε.le hl.2

/-- If `W` is continuous on the coupling range, so is the integrand of the density compressed by
a factor `g ≥ 1`. -/
theorem compressed_continuousOn {W : ℝ → ℝ} (hc : ContinuousOn W (Icc 0 1)) {g : ℝ}
    (hg : 1 ≤ g) : ContinuousOn (compressed W g) (Icc 0 1) := by
  have hg0 : 0 < g := by linarith
  have hd : ContinuousOn (fun l : ℝ => l / g) (Icc 0 1) :=
    (continuous_id.div_const g).continuousOn
  have hm : MapsTo (fun l : ℝ => l / g) (Icc 0 1) (Icc 0 1) := fun l hl =>
    ⟨div_nonneg hl.1 hg0.le, (div_le_one hg0).mpr (hl.2.trans hg)⟩
  exact continuousOn_const.mul (hc.comp hd hm)

/-- For `W` continuous on the coupling range with slope `w` at zero coupling, the correlation
energy of the compressed density tends to `w / 2` in the high-density limit. -/
theorem correlation_tendsto {W : ℝ → ℝ} {w : ℝ} (hc : ContinuousOn W (Icc 0 1))
    (hW : HasDerivWithinAt W w (Icc 0 1) 0) :
    Tendsto (fun g => ∫ l in (0 : ℝ)..1, (compressed W g l - compressed W g 0))
      atTop (𝓝 (w / 2)) := by
  rw [Metric.tendsto_nhds]
  intro ε hε
  filter_upwards [compressed_near_line hW (half_pos hε), eventually_ge_atTop 1] with g h hg
  have h1 : IntervalIntegrable (fun l => compressed W g l - compressed W g 0) volume 0 1 :=
    ((compressed_continuousOn hc hg).sub continuousOn_const).intervalIntegrable_of_Icc
      zero_le_one
  have h2 : IntervalIntegrable (fun l : ℝ => w * l) volume 0 1 :=
    (continuous_const.mul continuous_id).intervalIntegrable _ _
  have hlin : ∫ l in (0 : ℝ)..1, w * l = w / 2 := by
    rw [intervalIntegral.integral_const_mul, integral_id]
    ring
  -- the error is the integral of the deviation from the straight line
  have e : (∫ l in (0 : ℝ)..1, (compressed W g l - compressed W g 0)) - w / 2
      = ∫ l in (0 : ℝ)..1, (compressed W g l - compressed W g 0 - w * l) := by
    rw [intervalIntegral.integral_sub h1 h2, hlin]
  have hb : ‖∫ l in (0 : ℝ)..1, (compressed W g l - compressed W g 0 - w * l)‖
      ≤ ε / 2 * |(1 : ℝ) - 0| := by
    apply intervalIntegral.norm_integral_le_of_norm_le_const
    intro l hl
    rw [uIoc_of_le zero_le_one] at hl
    have e0 : compressed W g 0 = g * W 0 := by simp [compressed]
    rw [Real.norm_eq_abs, e0, sub_sub]
    exact h l ⟨hl.1.le, hl.2⟩
  rw [sub_zero, abs_one, mul_one, Real.norm_eq_abs] at hb
  rw [Real.dist_eq, e]
  linarith

/-- If `W` has slope `w` at zero coupling, the difference between the fully interacting and the
exchange-only endpoint of the compressed integrand tends to `w`. -/
theorem endpoint_tendsto {W : ℝ → ℝ} {w : ℝ} (hW : HasDerivWithinAt W w (Icc 0 1) 0) :
    Tendsto (fun g => compressed W g 1 - compressed W g 0) atTop (𝓝 w) := by
  rw [Metric.tendsto_nhds]
  intro ε hε
  filter_upwards [compressed_near_line hW (half_pos hε)] with g h
  have h1 := h 1 ⟨zero_le_one, le_refl 1⟩
  have e0 : compressed W g 0 = g * W 0 := by simp [compressed]
  rw [mul_one, ← sub_sub] at h1
  rw [Real.dist_eq, e0]
  linarith

/-- For a continuous integrand with different endpoint values, the exchange fraction is one minus
the ratio of the correlation energy to the endpoint difference. -/
theorem isExchangeFraction_iff {V : ℝ → ℝ} (hV : ContinuousOn V (Icc 0 1))
    (hd : V 1 - V 0 ≠ 0) (b : ℝ) :
    IsExchangeFraction V b ↔ b = 1 - (∫ l in (0 : ℝ)..1, (V l - V 0)) / (V 1 - V 0) := by
  have hi : IntervalIntegrable V volume 0 1 := hV.intervalIntegrable_of_Icc zero_le_one
  have hI : ∫ l in (0 : ℝ)..1, (V l - V 0) = (∫ l in (0 : ℝ)..1, V l) - V 0 := by
    rw [intervalIntegral.integral_sub hi intervalIntegrable_const,
      intervalIntegral.integral_const, sub_zero, one_smul]
  rw [hI]
  unfold IsExchangeFraction
  constructor
  · intro h
    have h1 : ((∫ l in (0 : ℝ)..1, V l) - V 0) / (V 1 - V 0) = 1 - b := by
      rw [div_eq_iff hd]
      linear_combination h
    rw [h1]
    ring
  · intro h
    have h1 : ((∫ l in (0 : ℝ)..1, V l) - V 0) / (V 1 - V 0) = 1 - b := by linarith
    rw [div_eq_iff hd] at h1
    linear_combination h1

/-- Let `W` be continuous on the coupling range with nonzero slope at zero coupling. Then the
sufficiently compressed density has exactly one exchange fraction, and it tends to one half in the
high-density limit. -/
theorem exchangeFraction_tendsto_half {W : ℝ → ℝ} {w : ℝ} (hc : ContinuousOn W (Icc 0 1))
    (hW : HasDerivWithinAt W w (Icc 0 1) 0) (hw : w ≠ 0) :
    (∀ᶠ g in atTop, ∃! b, IsExchangeFraction (compressed W g) b) ∧
    ∀ b : ℝ → ℝ, (∀ᶠ g in atTop, IsExchangeFraction (compressed W g) (b g)) →
      Tendsto b atTop (𝓝 (1 / 2)) := by
  have hne : ∀ᶠ g in atTop, compressed W g 1 - compressed W g 0 ≠ 0 :=
    (endpoint_tendsto hW).eventually_ne hw
  constructor
  · filter_upwards [hne, eventually_ge_atTop 1] with g hd hg
    have hiff := isExchangeFraction_iff (compressed_continuousOn hc hg) hd
    exact ⟨_, (hiff _).2 rfl, fun y hy => (hiff y).1 hy⟩
  · intro b hb
    -- correlation energy over endpoint difference tends to `(w / 2) / w`
    have hlim := ((correlation_tendsto hc hW).div (endpoint_tendsto hW) hw).const_sub 1
    have hval : 1 - w / 2 / w = 1 / 2 := by
      have h1 : w / 2 / w = 1 / 2 := by
        rw [div_eq_iff hw]
        ring
      rw [h1]
      norm_num
    rw [hval] at hlim
    refine hlim.congr' ?_
    filter_upwards [hne, hb, eventually_ge_atTop 1] with g hd hbg hg
    exact ((isExchangeFraction_iff (compressed_continuousOn hc hg) hd (b g)).1 hbg).symm

/-- For a quadratic integrand `a + c x + d x²` and compression `g > 0` with `c g + d ≠ 0`, the
exchange fraction is exactly `1/2 + d / (6 (c g + d))`. -/
theorem exchangeFraction_quadratic (a c d b : ℝ) {g : ℝ} (hg : 0 < g) (hd : c * g + d ≠ 0) :
    IsExchangeFraction (compressed (fun x => a + c * x + d * x ^ 2) g) b ↔
      b = 1 / 2 + d / (6 * (c * g + d)) := by
  have hu : g * g⁻¹ = 1 := mul_inv_cancel₀ hg.ne'
  have hV : ∀ l, compressed (fun x => a + c * x + d * x ^ 2) g l
      = g * a + c * l + d / g * l ^ 2 := by
    intro l
    simp only [compressed]
    linear_combination (c * l + d * g⁻¹ * l ^ 2) * hu
  have hint : ∫ l in (0 : ℝ)..1, compressed (fun x => a + c * x + d * x ^ 2) g l
      = g * a + c / 2 + d / g / 3 := by
    simp only [hV]
    rw [intervalIntegral.integral_add, intervalIntegral.integral_add,
      intervalIntegral.integral_const, intervalIntegral.integral_const_mul,
      intervalIntegral.integral_const_mul, integral_id, integral_pow]
    · simp only [smul_eq_mul]
      push_cast
      ring
    all_goals exact Continuous.intervalIntegrable (by fun_prop) _ _
  have h6 : 6 * (c * g + d) ≠ 0 := mul_ne_zero (by norm_num) hd
  have key : b = 1 / 2 + d / (6 * (c * g + d)) ↔ d = (b - 1 / 2) * (6 * (c * g + d)) := by
    rw [← div_eq_iff h6]
    constructor <;> intro h <;> linarith
  unfold IsExchangeFraction
  rw [key, hint, hV, hV]
  -- both sides are the same linear equation for `b`, up to the nonzero factor `-6 * g`
  constructor
  · intro h
    linear_combination (-(6 * g)) * h - (6 * (1 - b) * d - 2 * d) * hu
  · intro h
    linear_combination (-(g⁻¹ / 6)) * h + (c / 2 - b * c) * hu

/-- For the integrand `a + d x²` with `d ≠ 0`, whose slope at zero coupling vanishes, the exchange
fraction is two thirds at every compression `g > 0`. -/
theorem exchangeFraction_zero_slope (a b : ℝ) {d g : ℝ} (hg : 0 < g) (hd : d ≠ 0) :
    IsExchangeFraction (compressed (fun x => a + d * x ^ 2) g) b ↔ b = 2 / 3 := by
  have h := exchangeFraction_quadratic a 0 d b hg (by simpa using hd)
  simp only [zero_mul, add_zero, zero_add] at h
  have h1 : d / (6 * d) = 1 / 6 := by
    rw [div_eq_iff (mul_ne_zero (by norm_num) hd)]
    ring
  have h2 : (1 : ℝ) / 2 + 1 / 6 = 2 / 3 := by norm_num
  rw [h, h1, h2]

end

end HighDensityExchangeFraction
```

```lean
#print axioms HighDensityExchangeFraction.exchangeFraction_tendsto_half
-- 'HighDensityExchangeFraction.exchangeFraction_tendsto_half' depends on axioms: [propext, Classical.choice, Quot.sound]
#print axioms HighDensityExchangeFraction.exchangeFraction_zero_slope
-- 'HighDensityExchangeFraction.exchangeFraction_zero_slope' depends on axioms: [propext, Classical.choice, Quot.sound]
```

## One solution at high density, and its limit

The main theorem is `exchangeFraction_tendsto_half`. It takes a function $W$ that is continuous on $[0,1]$ and has a one-sided derivative $w \neq 0$ at $0$. For a compression factor $g$ it forms

$$W_g(l) = g\,W(l/g),$$

which is `compressed W g l`. A number $b$ satisfies `IsExchangeFraction (compressed W g) b` when

$$\int_0^1 W_g(l)\,dl = b\,W_g(0) + (1-b)\,W_g(1).$$

The theorem has two parts. The first says that for all sufficiently large $g$ exactly one such $b$ exists; this is the combination of `∀ᶠ g in atTop` and `∃!`. The second takes any function $g \mapsto b(g)$ that solves the equation for all sufficiently large $g$, and says that $b(g) \to 1/2$. No threshold for "sufficiently large" is given, because it depends on $W$, in particular on how closely $W$ follows its tangent near zero.

Two further theorems treat particular integrands. For $W(x) = a + cx + dx^2$ with $g>0$ and $cg+d \neq 0$, the fraction is exactly

$$b = \frac12 + \frac{d}{6(cg+d)}.$$

For $W(x) = a + dx^2$ with $d \neq 0$ it is $2/3$ at every $g>0$. The limit $1/2$ therefore fails for some functions $W$ with $w=0$. These polynomials are mathematical examples, not integrands derived from a density; the integrand of an actual density never increases with the coupling, which already rules out $a + dx^2$ with $d>0$.

## The adiabatic connection behind the symbols

For a fixed electron density $n$, the exchange-correlation energy is the integral of $W(l)$ over the coupling strength $l$ from $0$ to $1$. Let $T$ be the kinetic energy and $V_{ee}$ the electron repulsion. Among the wavefunctions with density $n$, take the one that minimises the expectation value of $T + l\,V_{ee}$; then $W(l)$ is its expectation value of $V_{ee}$, minus the Hartree energy. The letter $l$ stands for the usual $\lambda$, and $g$ for the usual scaling factor $\gamma$. The value $W(0)$ is the exact exchange energy, so the integral of $W(l)-W(0)$ is the correlation energy.

Uniform compression replaces $n(\mathbf r)$ by $g^3 n(g\mathbf r)$. Under this scaling the kinetic energy grows by $g^2$ and the repulsion by $g$, so that at coupling $l$

$$T + l\,V_{ee} \;\longrightarrow\; g^2\left(T + \frac{l}{g}V_{ee}\right).$$

The minimising wavefunction is thus the scaled one for coupling $l/g$, and its repulsion energy carries one factor of $g$, as does the Hartree energy. This gives $W_g(l) = g\,W(l/g)$. The Lean code adopts that relation as the definition of `compressed`; the scaling argument for wavefunctions is the step that connects the theorem to actual densities.

The hypothesis `HasDerivWithinAt W w (Icc 0 1) 0` uses only couplings in $[0,1]$, so values of $W$ at negative coupling play no role. Physically, $w$ is twice the second-order correlation energy of perturbation theory in the coupling strength at fixed density. It is normally negative, but the proof needs only $w \neq 0$. A one-electron density has a constant $W$ and hence $w=0$; every $b$ then solves the mixing equation. That the derivative exists is assumed, not derived from a Hamiltonian. The assumption fails for the uniform electron gas, whose second-order correlation energy per electron diverges.

The name "exchange fraction" also needs some care. Here $b$ is the weight of the endpoint $W_g(0)$, while $W_g(1)$ contains exchange as well. It becomes the fraction of exact exchange in a hybrid when the fully interacting endpoint is supplied by a density functional approximation. For hybrid functionals, the theorem identifies the equal weights of half-and-half mixing as the high-density limit of a two-point formula with exact endpoint values. An approximate value for the fully interacting endpoint can change the limit: if its exchange part is wrong by a nonzero amount proportional to $g$, and the rest of its error grows more slowly, the weight that reproduces the exact energy tends to $1$ instead of $1/2$.

## Why compression leaves a straight line

By differentiability, write $W(x) = W(0) + wx + r(x)$. For each $\varepsilon>0$ there is a $\delta>0$ with $|r(x)| \le \varepsilon x$ whenever $0 \le x < \delta$ and $x \le 1$. If $g \ge 1$ and $g > 1/\delta$, then $l/g$ lies in that region for every $l \in [0,1]$, and

$$W_g(l) = g\,W(0) + wl + g\,r(l/g), \qquad |g\,r(l/g)| \le g\,\varepsilon\,\frac{l}{g} = \varepsilon l \le \varepsilon .$$

This is `compressed_near_line`. The derivative is unfolded into its little-o form, which supplies $\delta$; `filter_upwards` collects the two conditions on $g$; and the final `calc` block is the chain of inequalities above.

Since $W_g(0) = g\,W(0)$, integrating the deviation from the line gives

$$\left|\int_0^1 \bigl(W_g(l)-W_g(0)\bigr)\,dl - \frac{w}{2}\right| \le \varepsilon .$$

The correlation energy of the compressed density therefore tends to $w/2$, which is `correlation_tendsto`. The integral can be split because $W_g$ is continuous for $g \ge 1$, as `compressed_continuousOn` shows: division by such a $g$ maps $[0,1]$ into itself. The Lean proof starts from $\varepsilon/2$, since the definition of the limit asks for a strict inequality.

Setting $l=1$ in the same estimate gives

$$\bigl|W_g(1) - W_g(0) - w\bigr| \le \varepsilon ,$$

so the endpoint difference tends to $w$. This is `endpoint_tendsto`.

## Solving the mixing equation

Let $V$ be any continuous integrand on $[0,1]$ with $V(1) \neq V(0)$. Subtracting $V(0)$ from both sides of the mixing equation leaves

$$\int_0^1 \bigl(V(l)-V(0)\bigr)\,dl = (1-b)\,\bigl(V(1)-V(0)\bigr),$$

and hence

$$b = 1 - \frac{\int_0^1 (V(l)-V(0))\,dl}{V(1)-V(0)} .$$

The steps can be reversed, so this is an equivalence, stated as `isExchangeFraction_iff`. In the proof, `div_eq_iff` clears the denominator and `linear_combination` checks the remaining linear identity.

Now put $V = W_g$. Because $W_g(1)-W_g(0) \to w \neq 0$, the endpoint difference is nonzero for all large $g$; this is the statement `hne` in the main proof. The equivalence then yields both existence and uniqueness. For the limit, the numerator tends to $w/2$ and the denominator to $w$, so

$$b(g) \to 1 - \frac{w/2}{w} = \frac12 .$$

In Lean, `div` and `const_sub` combine the two limits, and `congr'` transfers the result to the given function $b$, which agrees with the formula for all large $g$.

## The approach to one half for a quadratic integrand

For $W(x) = a + cx + dx^2$ the compressed integrand is

$$W_g(l) = ga + cl + \frac{d}{g}\,l^2 .$$

The correlation energy is $c/2 + d/(3g)$ and the endpoint difference is $c + d/g$. Therefore

$$b = 1 - \frac{c/2 + d/(3g)}{c + d/g} = \frac{3cg+4d}{6(cg+d)} = \frac12 + \frac{d}{6(cg+d)} .$$

The proof of `exchangeFraction_quadratic` evaluates the integral term by term and then shows that the mixing equation and the stated value of $b$ are the same linear equation up to a nonzero factor. The condition $cg+d \neq 0$ says that the two endpoints differ. For $0<g<1$ the formula evaluates the polynomial at couplings above $1$.

With $c<0$ and $d>0$, an integrand that falls at first and curves upwards, the correction is negative at large $g$, so $b$ approaches $1/2$ from below at a rate proportional to $1/g$. With $c=0$ and $d \neq 0$ the correction equals $1/6$ whatever the compression, which is how `exchangeFraction_zero_slope` obtains $2/3$. Compression then shrinks the correlation energy and the endpoint difference by the same factor, and their ratio stays at $1/3$.
